# The dissipation identity for a finite Hermitian Hamiltonian at complex energy

Let H be a finite Hermitian matrix, E and η real numbers, and A = (E + iη)1 − H, the matrix whose inverse, where it exists, is the Green function at energy E + iη. The theorem `dissipation` states that 2iη Z\*Z = Z\*(AZ) − (AZ)\*Z for every complex square matrix Z of the same size, where the star is the conjugate transpose. Neither the sign of η nor the invertibility of A or Z is assumed. The proof first shows that A − A\* = 2iη·1, since H cancels, then places this multiple of the identity between Z\* and Z and expands the product.

An attempt in Lean 4 with a fault in it:

```lean
import Mathlib

open Matrix
open scoped Matrix.Norms.L2Operator

namespace ScreenedKKR

noncomputable section

variable {n : Type*} [Fintype n] [DecidableEq n]

/-- The matrix `E + iη - H` whose inverse is the Green function at complex energy `E + iη`. -/
def shifted (H : Matrix n n ℂ) (E η : ℝ) : Matrix n n ℂ :=
  ((E : ℂ) + η * Complex.I) • (1 : Matrix n n ℂ) - H

/-- Dissipation identity: `2iη Z*Z = Z*(AZ) - (AZ)*Z` for `A = E + iη - H` with Hermitian `H`, and
any `Z`. -/
theorem dissipation {H : Matrix n n ℂ} (hH : H.IsHermitian) (E η : ℝ) (Z : Matrix n n ℂ) :
    (2 * (η : ℂ) * Complex.I) • (star Z * Z)
      = star Z * (shifted H E η * Z) - star (shifted H E η * Z) * Z := by
  have hH' : star H = H := hH
  have hz : star ((E : ℂ) + η * Complex.I) = E - η * Complex.I := by
    apply Complex.ext <;> simp
  have hA : shifted H E η - star (shifted H E η)
      = (2 * (η : ℂ) * Complex.I) • (1 : Matrix n n ℂ) := by
    rw [shifted, star_sub, star_smul, star_one, hH', hz]
    module
  calc (2 * (η : ℂ) * Complex.I) • (star Z * Z)
      = star Z * ((2 * (η : ℂ) * Complex.I) • (1 : Matrix n n ℂ)) * Z := by
        rw [mul_smul_comm, mul_one, smul_mul_assoc]
    _ = _ := by
        rw [← hA, star_mul, mul_sub, sub_mul, mul_assoc, mul_assoc, mul_assoc]

end

end ScreenedKKR
```

The error:

```
Main.lean:32:68: error: Tactic `rewrite` failed: Did not find an occurrence of the pattern
  ?a * ?b * ?c
in the target expression
  star Z * (shifted H E η * Z) - star Z * (star (shifted H E η) * Z) =
    star Z * (shifted H E η * Z) - star Z * (star (shifted H E η) * Z)

n : Type u_1
inst✝¹ : Fintype n
inst✝ : DecidableEq n
H : Matrix n n ℂ
hH : H.IsHermitian
E η : ℝ
Z : Matrix n n ℂ
hH' : star H = H
hz : star (↑E + ↑η * Complex.I) = ↑E - ↑η * Complex.I
hA : shifted H E η - star (shifted H E η) = (2 * ↑η * Complex.I) • 1
⊢ star Z * (shifted H E η * Z) - star Z * (star (shifted H E η) * Z) =
    star Z * (shifted H E η * Z) - star Z * (star (shifted H E η) * Z)
```

The error falls on the third `mul_assoc` in the last step, which finds no product of the form `?a * ?b * ?c` left to regroup. A `rw` with this lemma fixes its variables at the first match and then rewrites every occurrence of that same product. The first `mul_assoc` regroups `star Z * shifted H E η * Z`. The second regroups `star Z * star (shifted H E η) * Z`, which stands on both sides of the equation, on the left from expanding the difference and on the right from `star_mul`, so both copies change at once. The two sides are then identical, as the goal in the message shows, but `rw` tries to close the goal by `rfl` only after its whole list has run, and the third rewrite fails before that. The diff removes the third `mul_assoc`, so the list ends at the identical sides and `rfl` closes the goal.

The mended proof, as a diff:

```diff
@@ -30,5 +30,5 @@
         rw [mul_smul_comm, mul_one, smul_mul_assoc]
     _ = _ := by
-        rw [← hA, star_mul, mul_sub, sub_mul, mul_assoc, mul_assoc, mul_assoc]
+        rw [← hA, star_mul, mul_sub, sub_mul, mul_assoc, mul_assoc]
 
 end
```
